# The Hylleraas functional and the second-order energy

The Rayleigh-Schrödinger formula for the second-order energy needs the exact first-order correction to the state. Let $H_0$ be the unperturbed Hamiltonian, $V$ the perturbation, $\psi_0$ the normalised unperturbed state, $\psi_1$ its first-order correction and $E_0$, $E_1$ the real zeroth- and first-order energies. If an approximation $\phi$ replaces $\psi_1$ in $E_2=\langle\psi_0,(V-E_1)\psi_1\rangle$, the error $\langle\psi_0,(V-E_1)(\phi-\psi_1)\rangle$ is linear in $\phi-\psi_1$ and has no fixed sign, so a lower value does not mean a better $\phi$. The Hylleraas functional
$$J(\phi)=\langle\phi,A\phi\rangle+2\,\mathrm{Re}\langle\phi,b\rangle,\qquad A=H_0-E_0,\quad b=(V-E_1)\psi_0,$$
has a quadratic error: for symmetric $H_0$, $V$ and $A\psi_1=-b$,
$$J(\phi)-E_2=\langle\phi-\psi_1,A(\phi-\psi_1)\rangle .$$

## Derivation

Expanding the state $\psi$ and its energy $W$ in $(H_0+\lambda V)\psi=W\psi$ in powers of the coupling $\lambda$ gives $A\psi_0=0$, then $A\psi_1=-b$, then $A\psi_2=-(V-E_1)\psi_1+E_2\psi_0$ for the second-order state $\psi_2$. Since $E_0$ is real, $A$ is symmetric and $\langle\psi_0,A\psi_2\rangle=\langle A\psi_0,\psi_2\rangle=0$; with $\langle\psi_0,\psi_0\rangle=1$ this yields the formula for $E_2$. Symmetry of $V-E_1$ turns it into
$$E_2=\langle b,\psi_1\rangle=-\langle A\psi_1,\psi_1\rangle=-\langle\psi_1,A\psi_1\rangle .$$
For vectors $\phi$ and $x$, $\langle\phi,Ax\rangle=\langle A\phi,x\rangle=\overline{\langle x,A\phi\rangle}$, so the cross terms have equal real parts, and with the residual $r(\phi)=A\phi+b$,
$$J(\phi+x)=J(\phi)+2\,\mathrm{Re}\langle x,r(\phi)\rangle+\langle x,Ax\rangle .$$
At $\psi_1$ the residual vanishes and $J(\psi_1)=\langle\psi_1,A\psi_1\rangle-2\langle\psi_1,A\psi_1\rangle=E_2$. Expanding about $\psi_1$ with $x=\phi-\psi_1$ gives the identity.

If $A$ is positive semidefinite, $J\ge E_2$; conversely, $J(\psi_1+x)\ge E_2$ for all $x$ says $\langle x,Ax\rangle\ge0$. For real $t$, $J(\phi+tx)$ is a quadratic polynomial with slope $2\,\mathrm{Re}\langle x,r(\phi)\rangle$ at $t=0$. The choice $x=r(\phi)$ makes the slope $2\|r(\phi)\|^2$, so stationarity in every direction is equivalent to $A\phi=-b$. For semidefinite $A$, a $\phi$ with $J(\phi)=E_2$ is a minimiser, hence stationary, hence a solution; for any solution, $A(\phi-\psi_1)=0$ and $J(\phi)=E_2$.

In electronic structure this makes the second-order Møller-Plesset energy accessible by minimising over trial first-order functions, provided $H_0-E_0$ is positive semidefinite on the antisymmetric functions of the given number of electrons, as it is when the occupied spin orbitals are the lowest in energy; the quantity bounded is the coefficient $E_2$, not the exact energy.

## Formal development

`E` is any complex inner product space, of any dimension and not assumed complete. The inner product is antilinear in its first argument, as in Dirac notation.

```lean
import Mathlib

open scoped InnerProductSpace

namespace HylleraasFunctional

noncomputable section

variable {E : Type*} [NormedAddCommGroup E] [InnerProductSpace ℂ E]
```

Operators are linear maps defined on all of `E`, with no boundedness assumed. `shift H0 E0` is $A$ and `shift V E1 ψ0` is $b$.

```lean
/-- The operator `H - e` for a real energy `e`. -/
def shift (H : E →ₗ[ℂ] E) (e : ℝ) : E →ₗ[ℂ] E := H - (e : ℂ) • LinearMap.id
```

$J$ is real-valued by definition, through the real part of $\langle\phi,A\phi\rangle$.

```lean
/-- The Hylleraas functional `J(φ) = Re ⟨φ,(H0-E0)φ⟩ + 2 Re ⟨φ,(V-E1)ψ0⟩`. -/
def hylleraas (H0 V : E →ₗ[ℂ] E) (E0 E1 : ℝ) (ψ0 φ : E) : ℝ :=
  (⟪φ, shift H0 E0 φ⟫_ℂ).re + 2 * (⟪φ, shift V E1 ψ0⟫_ℂ).re

/-- The first-order Rayleigh-Schroedinger equation `(H0-E0)ψ = -(V-E1)ψ0`. -/
def FirstOrder (H0 V : E →ₗ[ℂ] E) (E0 E1 : ℝ) (ψ0 ψ : E) : Prop :=
  shift H0 E0 ψ = -(shift V E1 ψ0)
```

$E_2$ is a complex number, defined by its formula for any `ψ1`.

```lean
/-- The second-order energy `E2 = ⟨ψ0,(V-E1)ψ1⟩`. -/
def secondEnergy (V : E →ₗ[ℂ] E) (E1 : ℝ) (ψ0 ψ1 : E) : ℂ := ⟪ψ0, shift V E1 ψ1⟫_ℂ
```

`IsSymmetric` means $\langle Hx,y\rangle=\langle x,Hy\rangle$ for all $x,y$. After `shift_symm`, every general theorem assumes it of $H_0$ (`hH`), and of $V$ where `hV` appears; the docstrings do not repeat this. The step `Complex.conj_ofReal` uses that the shift is real.

```lean
variable {H0 V : E →ₗ[ℂ] E} {E0 E1 : ℝ} {ψ0 ψ1 : E}

/-- A symmetric operator shifted by a real energy is symmetric. -/
theorem shift_symm {H : E →ₗ[ℂ] E} (hH : H.IsSymmetric) (e : ℝ) :
    (shift H e).IsSymmetric := by
  intro x y
  show ⟪H x - (e : ℂ) • x, y⟫_ℂ = ⟪x, H y - (e : ℂ) • y⟫_ℂ
  have h : ⟪H x, y⟫_ℂ = ⟪x, H y⟫_ℂ := hH x y
  rw [inner_sub_left, inner_sub_right, inner_smul_left, inner_smul_right, h,
    Complex.conj_ofReal]
```

The expansion needs symmetry of $H_0$ only. The auxiliary `h` equates the cross terms, `simp only` multiplies out, and `linarith` collects.

```lean
/-- Exact expansion of `J(φ + x)`: the value at `φ`, a term linear in `x` containing the
residual `(H0-E0)φ + (V-E1)ψ0`, and the quadratic form of `H0-E0` at `x`. -/
theorem hylleraas_add (hH : H0.IsSymmetric) (V : E →ₗ[ℂ] E) (E0 E1 : ℝ) (ψ0 φ x : E) :
    hylleraas H0 V E0 E1 ψ0 (φ + x) = hylleraas H0 V E0 E1 ψ0 φ
      + 2 * (⟪x, shift H0 E0 φ + shift V E1 ψ0⟫_ℂ).re + (⟪x, shift H0 E0 x⟫_ℂ).re := by
  -- the two cross terms have the same real part
  have h : (⟪φ, shift H0 E0 x⟫_ℂ).re = (⟪x, shift H0 E0 φ⟫_ℂ).re := by
    rw [← shift_symm hH E0 φ x, ← inner_conj_symm (shift H0 E0 φ) x, Complex.conj_re]
  simp only [hylleraas, map_add, inner_add_left, inner_add_right, Complex.add_re]
  linarith
```

The rewrites follow the displayed chain for $E_2$: move $V-E_1$ to the left, substitute $b=-A\psi_1$, move $A$ to the right.

```lean
/-- If `ψ1` solves the first-order equation, then `E2 = -⟨ψ1,(H0-E0)ψ1⟩`. -/
theorem secondEnergy_eq (hH : H0.IsSymmetric) (hV : V.IsSymmetric)
    (h1 : FirstOrder H0 V E0 E1 ψ0 ψ1) :
    secondEnergy V E1 ψ0 ψ1 = -⟪ψ1, shift H0 E0 ψ1⟫_ℂ := by
  have h1' : shift H0 E0 ψ1 = -(shift V E1 ψ0) := h1
  have hb : shift V E1 ψ0 = -(shift H0 E0 ψ1) := by rw [h1', neg_neg]
  unfold secondEnergy
  rw [← shift_symm hV E1 ψ0 ψ1, hb, inner_neg_left, shift_symm hH E0 ψ1 ψ1]
```

Among the general theorems, only the next one assumes that $\psi_0$ is a normalised eigenvector (`h0`, `hn`). It reads: if some $\psi_2$ and complex $e$ satisfy the second-order equation, then $e$ equals `secondEnergy`. The order-by-order equations enter as hypotheses; the expansion in $\lambda$ and its convergence are not treated.

```lean
/-- If `ψ0` is normalised with `(H0-E0)ψ0 = 0` and `(H0-E0)ψ2 = -(V-E1)ψ1 + e ψ0`,
then `e = ⟨ψ0,(V-E1)ψ1⟩`. -/
theorem secondEnergy_of_secondOrder (hH : H0.IsSymmetric) (h0 : shift H0 E0 ψ0 = 0)
    (hn : ⟪ψ0, ψ0⟫_ℂ = 1) {ψ2 : E} {e : ℂ}
    (h2 : shift H0 E0 ψ2 = -(shift V E1 ψ1) + e • ψ0) :
    e = secondEnergy V E1 ψ0 ψ1 := by
  -- project the second-order equation on ψ0
  have h : ⟪ψ0, shift H0 E0 ψ2⟫_ℂ = 0 := by
    rw [← shift_symm hH E0 ψ0 ψ2, h0, inner_zero_left]
  rw [h2, inner_add_right, inner_neg_right, inner_smul_right, hn] at h
  unfold secondEnergy
  linear_combination h
```

The main theorem holds for arbitrary $\psi_0$, $E_0$, $E_1$: the existence of $\psi_1$ is the assumption `h1`, and $E_1=\langle\psi_0,V\psi_0\rangle$ is not required. The equation is between complex numbers. In the proof, `e` is the expansion about $\psi_1$, `hz` removes the residual, `hJ` evaluates $J(\psi_1)$, and `hre`, the reality of $\langle x,Ax\rangle$, lifts the real parts to complex values.

```lean
/-- If `ψ1` solves the first-order equation, then for every trial function `φ`,
`J(φ) - E2 = ⟨φ-ψ1,(H0-E0)(φ-ψ1)⟩`. -/
theorem hylleraas_sub_secondEnergy (hH : H0.IsSymmetric) (hV : V.IsSymmetric)
    (h1 : FirstOrder H0 V E0 E1 ψ0 ψ1) (φ : E) :
    (hylleraas H0 V E0 E1 ψ0 φ : ℂ) - secondEnergy V E1 ψ0 ψ1
      = ⟪φ - ψ1, shift H0 E0 (φ - ψ1)⟫_ℂ := by
  have h1' : shift H0 E0 ψ1 = -(shift V E1 ψ0) := h1
  have hb : shift V E1 ψ0 = -(shift H0 E0 ψ1) := by rw [h1', neg_neg]
  -- expectation values of H0 - E0 are real
  have hre : ∀ x : E, ((⟪x, shift H0 E0 x⟫_ℂ).re : ℂ) = ⟪x, shift H0 E0 x⟫_ℂ := fun x =>
    Complex.conj_eq_iff_re.mp (by rw [inner_conj_symm, shift_symm hH E0 x x])
  -- expand about ψ1, where the residual vanishes
  have e := hylleraas_add hH V E0 E1 ψ0 ψ1 (φ - ψ1)
  have hφ : ψ1 + (φ - ψ1) = φ := by abel
  have hz : shift H0 E0 ψ1 + shift V E1 ψ0 = 0 := by rw [h1', neg_add_cancel]
  rw [hφ, hz, inner_zero_right, Complex.zero_re] at e
  have hJ : hylleraas H0 V E0 E1 ψ0 ψ1 = -(⟪ψ1, shift H0 E0 ψ1⟫_ℂ).re := by
    unfold hylleraas
    rw [hb, inner_neg_right, Complex.neg_re]
    ring
  rw [secondEnergy_eq hH hV h1, e, hJ]
  push_cast
  linear_combination hre (φ - ψ1) - hre ψ1
```

The bound is stated for $\mathrm{Re}\,E_2$, and `key` is the real part of the identity. Semidefiniteness ranges over all of `E`, so when some vector has $\langle x,Ax\rangle<0$, as for an excited $\psi_0$ in a space containing lower states, some trial function falls below $\mathrm{Re}\,E_2$.

```lean
/-- Given a first-order solution `ψ1`, the bound `J(φ) ≥ Re E2` holds for all `φ` exactly
when `H0-E0` is positive semidefinite. -/
theorem hylleraas_bound_iff (hH : H0.IsSymmetric) (hV : V.IsSymmetric)
    (h1 : FirstOrder H0 V E0 E1 ψ0 ψ1) :
    (∀ φ, (secondEnergy V E1 ψ0 ψ1).re ≤ hylleraas H0 V E0 E1 ψ0 φ)
      ↔ ∀ x, 0 ≤ (⟪x, shift H0 E0 x⟫_ℂ).re := by
  have key : ∀ φ, hylleraas H0 V E0 E1 ψ0 φ - (secondEnergy V E1 ψ0 ψ1).re
      = (⟪φ - ψ1, shift H0 E0 (φ - ψ1)⟫_ℂ).re := fun φ => by
    rw [← hylleraas_sub_secondEnergy hH hV h1 φ, Complex.sub_re, Complex.ofReal_re]
  constructor
  · intro h x
    have k := key (ψ1 + x)
    have e : ψ1 + x - ψ1 = x := by abel
    rw [e] at k
    linarith [h (ψ1 + x)]
  · intro h φ
    linarith [key φ, h (φ - ψ1)]
```

`hf` exhibits the polynomial in $t$ and `poly` differentiates it at zero.

```lean
/-- The derivative of `J(φ + t x)` in real `t` at `t = 0` is
`2 Re ⟨x,(H0-E0)φ + (V-E1)ψ0⟩`. -/
theorem hylleraas_hasDerivAt (hH : H0.IsSymmetric) (V : E →ₗ[ℂ] E) (E0 E1 : ℝ) (ψ0 φ x : E) :
    HasDerivAt (fun t : ℝ => hylleraas H0 V E0 E1 ψ0 (φ + (t : ℂ) • x))
      (2 * (⟪x, shift H0 E0 φ + shift V E1 ψ0⟫_ℂ).re) 0 := by
  have poly : ∀ a c q : ℝ, HasDerivAt (fun t : ℝ => a + t * c + t ^ 2 * q) c 0 := fun a c q =>
    ((((hasDerivAt_id' (0 : ℝ)).mul_const c).const_add a).fun_add
      ((hasDerivAt_pow 2 (0 : ℝ)).mul_const q)).congr_deriv (by simp)
  -- along a line J is a quadratic polynomial in t
  have hf : (fun t : ℝ => hylleraas H0 V E0 E1 ψ0 (φ + (t : ℂ) • x)) = fun t : ℝ =>
      hylleraas H0 V E0 E1 ψ0 φ + t * (2 * (⟪x, shift H0 E0 φ + shift V E1 ψ0⟫_ℂ).re)
        + t ^ 2 * (⟪x, shift H0 E0 x⟫_ℂ).re := by
    funext t
    rw [hylleraas_add hH]
    simp only [map_smul, inner_smul_left, inner_smul_right, Complex.conj_ofReal,
      Complex.re_ofReal_mul]
    ring
  rw [hf]
  exact poly _ _ _
```

Directions $x$ are arbitrary complex vectors while $t$ is real. Uniqueness of derivatives along the residual gives `hr`, and `hn` converts it to a squared norm. No solution $\psi_1$ is presupposed.

```lean
/-- `J` is stationary at `φ` in every direction exactly when `φ` solves the first-order
equation. -/
theorem stationary_iff_firstOrder (hH : H0.IsSymmetric) (φ : E) :
    (∀ x, HasDerivAt (fun t : ℝ => hylleraas H0 V E0 E1 ψ0 (φ + (t : ℂ) • x)) 0 0)
      ↔ FirstOrder H0 V E0 E1 ψ0 φ := by
  constructor
  · intro h
    -- vary along the residual itself
    have hr := (hylleraas_hasDerivAt hH V E0 E1 ψ0 φ (shift H0 E0 φ + shift V E1 ψ0)).unique
      (h (shift H0 E0 φ + shift V E1 ψ0))
    have hn : ∀ r : E, (⟪r, r⟫_ℂ).re = ‖r‖ ^ 2 := fun r => inner_self_eq_norm_sq (𝕜 := ℂ) r
    rw [hn] at hr
    have h0 : ‖shift H0 E0 φ + shift V E1 ψ0‖ ^ 2 = 0 := by linarith
    exact eq_neg_of_add_eq_zero_left (norm_eq_zero.mp ((pow_eq_zero_iff two_ne_zero).mp h0))
  · intro h x
    have h' : shift H0 E0 φ = -(shift V E1 ψ0) := h
    have d := hylleraas_hasDerivAt hH V E0 E1 ψ0 φ x
    rwa [h', neg_add_cancel, inner_zero_right, Complex.zero_re, mul_zero] at d
```

In the forward direction `hmin` shows that $t=0$ minimises $J$ on each line, so the slope vanishes. The minimiser is characterised, not claimed unique.

```lean
/-- For positive semidefinite `H0-E0` and a first-order solution `ψ1`, `J(φ) = Re E2`
exactly when `φ` also solves the first-order equation. -/
theorem hylleraas_eq_iff (hH : H0.IsSymmetric) (hV : V.IsSymmetric)
    (h1 : FirstOrder H0 V E0 E1 ψ0 ψ1) (hpos : ∀ x, 0 ≤ (⟪x, shift H0 E0 x⟫_ℂ).re) (φ : E) :
    hylleraas H0 V E0 E1 ψ0 φ = (secondEnergy V E1 ψ0 ψ1).re ↔ FirstOrder H0 V E0 E1 ψ0 φ := by
  constructor
  · intro hJ
    -- a minimiser is a stationary point
    refine (stationary_iff_firstOrder hH φ).mp fun x => ?_
    have d := hylleraas_hasDerivAt hH V E0 E1 ψ0 φ x
    have hmin : IsLocalMin (fun t : ℝ => hylleraas H0 V E0 E1 ψ0 (φ + (t : ℂ) • x)) 0 :=
      Filter.Eventually.of_forall fun t => by
        show hylleraas H0 V E0 E1 ψ0 (φ + ((0 : ℝ) : ℂ) • x)
          ≤ hylleraas H0 V E0 E1 ψ0 (φ + (t : ℂ) • x)
        rw [Complex.ofReal_zero, zero_smul, add_zero, hJ]
        exact (hylleraas_bound_iff hH hV h1).mpr hpos _
    have hz := hmin.hasDerivAt_eq_zero d
    rwa [hz] at d
  · intro h
    have h' : shift H0 E0 φ = -(shift V E1 ψ0) := h
    have h1' : shift H0 E0 ψ1 = -(shift V E1 ψ0) := h1
    have k := hylleraas_sub_secondEnergy hH hV h1 φ
    rw [map_sub, h', h1', sub_self, inner_zero_right] at k
    rw [← sub_eq_zero.mp k, Complex.ofReal_re]
```

The two-level model has $H_0=\mathrm{diag}(0,1)$ and $V=\sigma_x$, acting on components $x_0,x_1$.

```lean
/-- Two-level unperturbed Hamiltonian `diag(0, 1)`. -/
def twoLevelH0 : EuclideanSpace ℂ (Fin 2) →ₗ[ℂ] EuclideanSpace ℂ (Fin 2) where
  toFun x := !₂[0, x 1]
  map_add' x y := by ext i; fin_cases i <;> simp
  map_smul' c x := by ext i; fin_cases i <;> simp

/-- Two-level perturbation exchanging the two components. -/
def twoLevelV : EuclideanSpace ℂ (Fin 2) →ₗ[ℂ] EuclideanSpace ℂ (Fin 2) where
  toFun x := !₂[x 1, x 0]
  map_add' x y := by ext i; fin_cases i <;> simp
  map_smul' c x := by ext i; fin_cases i <;> simp
```

With $E_0=E_1=0$, $\psi_0=(1,0)$, $\psi_1=(0,-1)$ and $\psi_2=0$, each hypothesis used above is verified componentwise, and $E_2=-1$. As an illustration that the Lean code does not contain, $\phi=(0,-1+\varepsilon)$ with real $\varepsilon$ gives $\langle\psi_0,V\phi\rangle=-1+\varepsilon$ but $J(\phi)=-1+\varepsilon^2$.

```lean
/-- The two-level system with `E0 = E1 = 0`, `ψ0 = (1,0)`, `ψ1 = (0,-1)`, `ψ2 = 0` meets all
the hypotheses above and has `E2 = -1`. -/
theorem twoLevel_witness :
    twoLevelH0.IsSymmetric ∧ twoLevelV.IsSymmetric ∧ shift twoLevelH0 0 !₂[1, 0] = 0
      ∧ ⟪(!₂[1, 0] : EuclideanSpace ℂ (Fin 2)), !₂[1, 0]⟫_ℂ = 1
      ∧ FirstOrder twoLevelH0 twoLevelV 0 0 !₂[1, 0] !₂[0, -1]
      ∧ shift twoLevelH0 0 0 = -(shift twoLevelV 0 !₂[0, -1]) + (-1 : ℂ) • !₂[1, 0]
      ∧ (∀ x, 0 ≤ (⟪x, shift twoLevelH0 0 x⟫_ℂ).re)
      ∧ secondEnergy twoLevelV 0 !₂[1, 0] !₂[0, -1] = -1 := by
  refine ⟨fun x y => ?_, fun x y => ?_, ?_, ?_, ?_, ?_, fun x => ?_, ?_⟩
  · simp [twoLevelH0, PiLp.inner_apply, Fin.sum_univ_two]
  · simp [twoLevelV, PiLp.inner_apply, Fin.sum_univ_two, add_comm]
  · ext i; fin_cases i <;> simp [shift, twoLevelH0]
  · rw [PiLp.inner_apply, Fin.sum_univ_two]
    simp
  · unfold FirstOrder
    ext i; fin_cases i <;> simp [shift, twoLevelH0, twoLevelV]
  · ext i; fin_cases i <;> simp [shift, twoLevelH0, twoLevelV]
  · simp [shift, twoLevelH0, PiLp.inner_apply, Fin.sum_univ_two]
    all_goals first
      | positivity
      | nlinarith [mul_self_nonneg (x 1).re, mul_self_nonneg (x 1).im]
  · simp [secondEnergy, shift, twoLevelV, PiLp.inner_apply, Fin.sum_univ_two]

end

end HylleraasFunctional
```

```lean
#print axioms HylleraasFunctional.secondEnergy_of_secondOrder
#print axioms HylleraasFunctional.hylleraas_sub_secondEnergy
#print axioms HylleraasFunctional.hylleraas_eq_iff
```

```
'HylleraasFunctional.secondEnergy_of_secondOrder' depends on axioms: [propext, Classical.choice, Quot.sound]
'HylleraasFunctional.hylleraas_sub_secondEnergy' depends on axioms: [propext, Classical.choice, Quot.sound]
'HylleraasFunctional.hylleraas_eq_iff' depends on axioms: [propext, Classical.choice, Quot.sound]
```

## Partially defined operators

On a complete space, a symmetric operator defined everywhere is bounded, so an unbounded Hamiltonian, such as the kinetic energy operator on a dense subspace of square-integrable functions, fits the present model only if `E` is an incomplete space that both $H_0$ and $V$ map into itself. An alternative model takes a Hilbert space with $H_0$ and $V$ defined on subspaces. No invariance would then be needed, which suits singular potentials. The price is a domain condition on each vector: $\phi$, $x$ and $\psi_1$ in the domain of $H_0$, and $\psi_0$, $\psi_1$ in that of $V$, with $\psi_0$ and $\psi_2$ also in the domain of $H_0$ for the second-order equation. The algebra would be the same, but the residual need not lie in the domain of $H_0$, so the step from stationarity to the first-order equation would use density of that domain instead of the choice $x=r(\phi)$.
